# Splitting a real state vector along a unit vector: the remainder is orthogonal and the squared lengths add

In a real inner product space, `orthPart_spec` takes a unit vector `u` and any vector `x`, and considers what is left of `x` after subtracting `⟪u, x⟫ u`. It states that this remainder is orthogonal to `u`, and that `‖x‖ ^ 2` is the squared overlap `⟪u, x⟫ ^ 2` plus the squared length of the remainder. The vector `x` need not be normalised; if it is, the squared overlap and the squared length of the remainder add up to 1. The attempt proves each half by expanding the inner products with `simp only` and leaving the algebra to `ring`, after first writing the remainder's squared length as its inner product with itself.

The failing Lean file:

```lean
import Mathlib

open Filter Topology
open scoped InnerProductSpace

namespace OrthPartSpec

noncomputable section

variable {E : Type*} [NormedAddCommGroup E] [InnerProductSpace ℝ E]

/-- What remains of `x` after subtracting `⟪u, x⟫ u`; for a unit vector `u` this is the part of
`x` orthogonal to `u`. -/
def orthPart (u x : E) : E := x - ⟪u, x⟫_ℝ • u

/-- For a unit vector `u`, the remainder of `x` is orthogonal to `u`, and the squared lengths of
the two parts of `x` add up to that of `x`. -/
theorem orthPart_spec {u : E} (hu : ‖u‖ = 1) (x : E) :
    ⟪u, orthPart u x⟫_ℝ = 0 ∧ ‖x‖ ^ 2 = ⟪u, x⟫_ℝ ^ 2 + ‖orthPart u x‖ ^ 2 := by
  constructor
  · simp only [orthPart, inner_sub_right, real_inner_smul_right, real_inner_self_eq_norm_sq, hu]
    ring
  · rw [← real_inner_self_eq_norm_sq (orthPart u x)]
    simp only [orthPart, inner_sub_left, inner_sub_right, real_inner_smul_left,
      real_inner_smul_right, real_inner_self_eq_norm_sq, hu, real_inner_comm u x]
    ring

end

end OrthPartSpec
```

The error:

```
Try this:
  [apply] ring_nf
  
  The `ring` tactic failed to close the goal. Use `ring_nf` to obtain a normal form.
    
  Note that `ring` works primarily in *commutative* rings. If you have a noncommutative ring, abelian group or module, consider using `noncomm_ring`, `abel` or `module` instead.
Main.lean:23:2: error: unsolved goals
case right
E : Type u_1
inst✝¹ : NormedAddCommGroup E
inst✝ : InnerProductSpace ℝ E
u : E
hu : ‖u‖ = 1
x : E
⊢ ‖x‖ ^ 2 = ‖x‖ ^ 2 - ⟪u, x⟫_ℝ ^ 2 + ‖⟪u, x⟫_ℝ • u‖ ^ 2
Main.lean:25:57: warning: This simp argument is unused:
  hu

Hint: Omit it from the simp argument list.
  [apply] simp only [orthPart, inner_sub_left, inner_sub_right, real_inner_smul_left, real_inner_smul_right,
    real_inner_self_eq_norm_sq, real_inner_comm u x]

Note: This linter can be disabled with `set_option linter.unusedSimpArgs false`
```

The change, after which it compiles:

```diff
@@ -23,5 +23,6 @@
   · rw [← real_inner_self_eq_norm_sq (orthPart u x)]
     simp only [orthPart, inner_sub_left, inner_sub_right, real_inner_smul_left,
-      real_inner_smul_right, real_inner_self_eq_norm_sq, hu, real_inner_comm u x]
+      real_inner_smul_right, real_inner_self_eq_norm_sq, hu, real_inner_comm u x,
+      norm_smul, Real.norm_eq_abs, mul_pow, sq_abs]
     ring
 
```

The error is in the second half, where `ring` leaves a goal that still contains `‖⟪u, x⟫_ℝ • u‖ ^ 2`. Expanding the remainder's inner product with itself produces the inner product of `⟪u, x⟫_ℝ • u` with itself. There `real_inner_self_eq_norm_sq` applied before the `smul` lemmas could take the scalar out, and turned the term into a squared norm, which those lemmas do not match. No bare `‖u‖` was left for `hu` to rewrite, hence the warning that `hu` is unused. To `ring` the norm of the scaled vector is an opaque quantity, so it cannot see that its square is `⟪u, x⟫_ℝ ^ 2`.

The four added lemmas supply this. `norm_smul` splits the norm into the norm of the scalar times `‖u‖`, which `hu` now turns into 1. `Real.norm_eq_abs` makes the scalar's norm an absolute value, `mul_pow` distributes the square over the product, and `sq_abs` removes the absolute value under the square. What remains is an identity that `ring` can close.
